# The Coulson-Fischer, Weinbaum and two-configuration functions of H₂ agree up to a factor at matching parameters

Without a relation between their parameters, the Coulson-Fischer, Weinbaum and two-configuration functions of H₂ can be mistaken for three different approximations, and agreement between their energies for independent evidence. For linearly independent atomic orbitals, the file below gives the relation explicitly, together with the parameter ranges in which it holds.

```lean
import Mathlib

open Set
open scoped TensorProduct

namespace CoulsonFischerH2

noncomputable section

variable {V : Type*} [AddCommGroup V] [Module ℝ V]

/-- The covalent (Heitler-London) spatial function `ab + ba`, without normalisation. -/
def covalent (a b : V) : V ⊗[ℝ] V := a ⊗ₜ[ℝ] b + b ⊗ₜ[ℝ] a

/-- The ionic spatial function `aa + bb`, without normalisation. -/
def ionic (a b : V) : V ⊗[ℝ] V := a ⊗ₜ[ℝ] a + b ⊗ₜ[ℝ] b

/-- The Coulson-Fischer function: symmetric coupling of the orbitals `a + k b` and `b + k a`. -/
def coulsonFischer (k : ℝ) (a b : V) : V ⊗[ℝ] V :=
  (a + k • b) ⊗ₜ[ℝ] (b + k • a) + (b + k • a) ⊗ₜ[ℝ] (a + k • b)

/-- The Weinbaum function: the covalent function plus `l` times the ionic one. -/
def weinbaum (l : ℝ) (a b : V) : V ⊗[ℝ] V := covalent a b + l • ionic a b

/-- The two-configuration function `gg - m uu` built on `g = a + b` and `u = a - b`. -/
def twoConfig (m : ℝ) (a b : V) : V ⊗[ℝ] V :=
  (a + b) ⊗ₜ[ℝ] (a + b) - m • ((a - b) ⊗ₜ[ℝ] (a - b))

/-- The ionic-to-covalent ratio `2k / (1 + k²)` as a function of the orbital mixing `k`. -/
def ionicRatio (k : ℝ) : ℝ := 2 * k / (1 + k ^ 2)

/-- The Coulson-Fischer function is `(1 + k²)` times the covalent function plus `2k` times
the ionic function. -/
theorem coulsonFischer_eq_covalent_add_ionic (k : ℝ) (a b : V) :
    coulsonFischer k a b = (1 + k ^ 2) • covalent a b + (2 * k) • ionic a b := by
  simp only [coulsonFischer, covalent, ionic, TensorProduct.add_tmul, TensorProduct.tmul_add,
    TensorProduct.tmul_smul, ← TensorProduct.smul_tmul']
  module

/-- In the orbitals `g = a + b` and `u = a - b`, the Coulson-Fischer function is
`((1 + k)² / 2) gg - ((1 - k)² / 2) uu`. -/
theorem coulsonFischer_eq_gg_sub_uu (k : ℝ) (a b : V) :
    coulsonFischer k a b = ((1 + k) ^ 2 / 2) • ((a + b) ⊗ₜ[ℝ] (a + b))
      - ((1 - k) ^ 2 / 2) • ((a - b) ⊗ₜ[ℝ] (a - b)) := by
  simp only [coulsonFischer, TensorProduct.add_tmul, TensorProduct.tmul_add,
    TensorProduct.sub_tmul, TensorProduct.tmul_sub,
    TensorProduct.tmul_smul, ← TensorProduct.smul_tmul']
  module

/-- The ionic-to-covalent ratio increases strictly with the mixing `k` on `[-1, 1]`. -/
theorem ionicRatio_strictMonoOn : StrictMonoOn ionicRatio (Icc (-1) 1) := by
  intro x hx y hy hxy
  have hx2 : x ^ 2 ≤ 1 := by nlinarith [hx.1, hx.2]
  have hy2 : y ^ 2 ≤ 1 := by nlinarith [hy.1, hy.2]
  have hd : 0 < y - x := sub_pos.mpr hxy
  -- twice `1 - xy` is `(1 - x²) + (1 - y²) + (y - x)²`
  have h1 : 0 < 1 - x * y := by nlinarith [pow_pos hd 2]
  have h2 := mul_pos hd h1
  unfold ionicRatio
  rw [div_lt_div_iff₀ (by positivity) (by positivity)]
  nlinarith [h2]

/-- For a ratio `l` in `[-1, 1]`, the mixing `l / (1 + √(1 - l²))` lies in `[-1, 1]` and has
ionic-to-covalent ratio `l`. -/
theorem ionicRatio_inverse {l : ℝ} (hl : l ∈ Icc (-1 : ℝ) 1) :
    l / (1 + √(1 - l ^ 2)) ∈ Icc (-1 : ℝ) 1 ∧ ionicRatio (l / (1 + √(1 - l ^ 2))) = l := by
  obtain ⟨hl1, hl2⟩ := hl
  have hs : 0 ≤ √(1 - l ^ 2) := Real.sqrt_nonneg _
  have hs2 : √(1 - l ^ 2) ^ 2 = 1 - l ^ 2 := Real.sq_sqrt (by nlinarith)
  generalize √(1 - l ^ 2) = s at hs hs2 ⊢
  have hpos : 0 < 1 + s := by linarith
  refine ⟨⟨?_, ?_⟩, ?_⟩
  · rw [le_div_iff₀ hpos]; linarith
  · rw [div_le_iff₀ hpos]; linarith
  · have hq : l / (1 + s) * (1 + s) = l := div_mul_cancel₀ _ hpos.ne'
    generalize l / (1 + s) = q at hq ⊢
    have hq2 : q ^ 2 * (1 + s) = 1 - s := by
      apply mul_right_cancel₀ hpos.ne'
      linear_combination (q * (1 + s) + l) * hq + hs2
    rw [ionicRatio, div_eq_iff (by positivity)]
    linear_combination (1 + q ^ 2) * hq - q * hq2

/-- The ionic-to-covalent ratio maps `[-1, 1]` bijectively onto itself. -/
theorem ionicRatio_bijOn : BijOn ionicRatio (Icc (-1) 1) (Icc (-1) 1) := by
  refine ⟨fun k _ => ⟨?_, ?_⟩, ionicRatio_strictMonoOn.injOn,
    fun l hl => ⟨_, (ionicRatio_inverse hl).1, (ionicRatio_inverse hl).2⟩⟩
  · rw [ionicRatio, le_div_iff₀ (by positivity)]
    nlinarith [sq_nonneg (k + 1)]
  · rw [ionicRatio, div_le_iff₀ (by positivity)]
    nlinarith [sq_nonneg (k - 1)]

/-- For linearly independent atomic orbitals, the covalent and ionic coefficients of a
two-electron function are unique. -/
theorem covalent_ionic_coeff_unique {a b : V} (h : LinearIndependent ℝ ![a, b])
    {x y x' y' : ℝ}
    (hxy : x • covalent a b + y • ionic a b = x' • covalent a b + y' • ionic a b) :
    x = x' ∧ y = y' := by
  -- coordinates along `a` and `b`, extended to all of `V`
  let L : ℝ × ℝ →ₗ[ℝ] V :=
    (LinearMap.toSpanSingleton ℝ V a).coprod (LinearMap.toSpanSingleton ℝ V b)
  have hker : LinearMap.ker L = ⊥ := by
    rw [LinearMap.ker_eq_bot']
    rintro ⟨s, t⟩ hst
    have h0 := LinearIndependent.pair_iff.mp h s t (by simpa [L] using hst)
    exact Prod.ext h0.1 h0.2
  obtain ⟨g, hg⟩ := LinearMap.exists_leftInverse_of_injective L hker
  have ga : g a = (1, 0) := by simpa [L] using LinearMap.congr_fun hg (1, 0)
  have gb : g b = (0, 1) := by simpa [L] using LinearMap.congr_fun hg (0, 1)
  -- read off the coefficients of `ab` and of `aa`
  have e1 := congrArg (fun t => (LinearMap.mul' ℝ ℝ ∘ₗ TensorProduct.map
    (LinearMap.fst ℝ ℝ ℝ ∘ₗ g) (LinearMap.snd ℝ ℝ ℝ ∘ₗ g)) t) hxy
  have e2 := congrArg (fun t => (LinearMap.mul' ℝ ℝ ∘ₗ TensorProduct.map
    (LinearMap.fst ℝ ℝ ℝ ∘ₗ g) (LinearMap.fst ℝ ℝ ℝ ∘ₗ g)) t) hxy
  exact ⟨by simpa [covalent, ionic, ga, gb] using e1,
    by simpa [covalent, ionic, ga, gb] using e2⟩

/-- For linearly independent atomic orbitals, the Coulson-Fischer function is a multiple of the
Weinbaum function exactly when `l` is the ionic-to-covalent ratio `2k / (1 + k²)`. -/
theorem coulsonFischer_proportional_iff {a b : V} (h : LinearIndependent ℝ ![a, b])
    (k l : ℝ) :
    (∃ c : ℝ, coulsonFischer k a b = c • weinbaum l a b) ↔ l = ionicRatio k := by
  have hne : 1 + k ^ 2 ≠ 0 := by positivity
  constructor
  · rintro ⟨c, hc⟩
    rw [coulsonFischer_eq_covalent_add_ionic, weinbaum, smul_add, smul_smul] at hc
    obtain ⟨h1, h2⟩ := covalent_ionic_coeff_unique h hc
    rw [ionicRatio, eq_div_iff hne, h1, h2, mul_comm]
  · rintro rfl
    have e : (1 + k ^ 2) * ionicRatio k = 2 * k := mul_div_cancel₀ _ hne
    exact ⟨1 + k ^ 2, by
      rw [coulsonFischer_eq_covalent_add_ionic, weinbaum, smul_add, smul_smul, e]⟩

/-- For `l` in `[-1, 1]`, the only mixing in `[-1, 1]` whose Coulson-Fischer function is a
multiple of the Weinbaum function is `k = l / (1 + √(1 - l²))`. -/
theorem coulsonFischer_weinbaum_link {a b : V} (h : LinearIndependent ℝ ![a, b])
    {l : ℝ} (hl : l ∈ Icc (-1 : ℝ) 1) (k : ℝ) :
    (k ∈ Icc (-1 : ℝ) 1 ∧ ∃ c : ℝ, coulsonFischer k a b = c • weinbaum l a b) ↔
      k = l / (1 + √(1 - l ^ 2)) := by
  obtain ⟨hmem, hr⟩ := ionicRatio_inverse hl
  constructor
  · rintro ⟨hk, hc⟩
    exact ionicRatio_strictMonoOn.injOn hk hmem
      (((coulsonFischer_proportional_iff h k l).1 hc).symm.trans hr.symm)
  · rintro rfl
    exact ⟨hmem, (coulsonFischer_proportional_iff h _ l).2 hr.symm⟩

/-- The function `gg - m uu` is `1 + m` times the Weinbaum function with
`l = (1 - m) / (1 + m)`, for `m ≠ -1`. -/
theorem twoConfig_eq_weinbaum {m : ℝ} (hm : 1 + m ≠ 0) (a b : V) :
    twoConfig m a b = (1 + m) • weinbaum ((1 - m) / (1 + m)) a b := by
  have e : (1 + m) * ((1 - m) / (1 + m)) = 1 - m := mul_div_cancel₀ _ hm
  rw [weinbaum, smul_add, smul_smul, e]
  simp only [twoConfig, covalent, ionic, TensorProduct.add_tmul, TensorProduct.tmul_add,
    TensorProduct.sub_tmul, TensorProduct.tmul_sub]
  module

/-- For `m ≥ 0`, the only mixing in `[-1, 1]` whose Coulson-Fischer function is a multiple of
`gg - m uu` is `k = (1 - √m) / (1 + √m)`. -/
theorem coulsonFischer_twoConfig_link {a b : V} (h : LinearIndependent ℝ ![a, b])
    {m : ℝ} (hm : 0 ≤ m) (k : ℝ) :
    (k ∈ Icc (-1 : ℝ) 1 ∧ ∃ c : ℝ, coulsonFischer k a b = c • twoConfig m a b) ↔
      k = (1 - √m) / (1 + √m) := by
  obtain ⟨s, hs, rfl⟩ : ∃ s : ℝ, 0 ≤ s ∧ m = s ^ 2 :=
    ⟨√m, Real.sqrt_nonneg m, (Real.sq_sqrt hm).symm⟩
  rw [Real.sqrt_sq hs]
  have hpos : 0 < 1 + s := by linarith
  have hne : 1 + s ^ 2 ≠ 0 := by positivity
  have hmem : (1 - s) / (1 + s) ∈ Icc (-1 : ℝ) 1 := by
    constructor
    · rw [le_div_iff₀ hpos]; linarith
    · rw [div_le_iff₀ hpos]; linarith
  -- both functions have the same ionic-to-covalent ratio
  have hr : ionicRatio ((1 - s) / (1 + s)) = (1 - s ^ 2) / (1 + s ^ 2) := by
    rw [ionicRatio, div_eq_div_iff (by positivity) hne]
    field_simp
    ring
  constructor
  · rintro ⟨hk, c, hc⟩
    rw [twoConfig_eq_weinbaum hne, smul_smul] at hc
    exact ionicRatio_strictMonoOn.injOn hk hmem
      (((coulsonFischer_proportional_iff h k _).1 ⟨_, hc⟩).symm.trans hr.symm)
  · rintro rfl
    obtain ⟨c, hc⟩ := (coulsonFischer_proportional_iff h _ _).2 hr.symm
    refine ⟨hmem, c / (1 + s ^ 2), ?_⟩
    rw [hc, twoConfig_eq_weinbaum hne, smul_smul, div_mul_cancel₀ _ hne]

end

end CoulsonFischerH2
```

```lean
#print axioms CoulsonFischerH2.coulsonFischer_eq_gg_sub_uu
-- 'CoulsonFischerH2.coulsonFischer_eq_gg_sub_uu' depends on axioms: [propext, Classical.choice, Quot.sound]
#print axioms CoulsonFischerH2.ionicRatio_bijOn
-- 'CoulsonFischerH2.ionicRatio_bijOn' depends on axioms: [propext, Classical.choice, Quot.sound]
#print axioms CoulsonFischerH2.coulsonFischer_weinbaum_link
-- 'CoulsonFischerH2.coulsonFischer_weinbaum_link' depends on axioms: [propext, Classical.choice, Quot.sound]
#print axioms CoulsonFischerH2.coulsonFischer_twoConfig_link
-- 'CoulsonFischerH2.coulsonFischer_twoConfig_link' depends on axioms: [propext, Classical.choice, Quot.sound]
```

## Three families built from two atomic orbitals

Let $a$ and $b$ be atomic orbitals on the two hydrogen atoms. In Lean they are elements of a real vector space `V`, and a two-electron spatial function is an element of `V ⊗[ℝ] V`. The product $ab$, with electron 1 in $a$ and electron 2 in $b$, is `a ⊗ₜ[ℝ] b`. The order of the factors labels the electrons, so $ab$ and $ba$ are different.

Write $C = ab+ba$ for the covalent function (`covalent`) and $I = aa+bb$ for the ionic one (`ionic`). The three families are

- the Coulson-Fischer function $\Psi_k = (a+kb)(b+ka)+(b+ka)(a+kb)$, `coulsonFischer`, in which each orbital leaks onto the other atom by an amount $k$;
- the Weinbaum function $W_l = C + l\,I$, `weinbaum`, in which ionic structures are added with weight $l$;
- the two-configuration function $T_m = gg - m\,uu$, `twoConfig`, with the molecular orbitals $g=a+b$ and $u=a-b$.

All of them are symmetric under exchange of the electrons, as the spatial part of a singlet must be. The spin factor is left out.

The ratio of the ionic to the covalent coefficient in $\Psi_k$ is $r(k) = 2k/(1+k^2)$, called `ionicRatio`. The theorems about it say that it increases strictly on $[-1,1]$, written `Icc (-1) 1`, and maps this interval bijectively onto itself.

The two link theorems assume `LinearIndependent ℝ ![a, b]`: neither orbital is a multiple of the other, which is the case for orbitals on two separate nuclei. Under this hypothesis they state:

- for $l\in[-1,1]$, the only $k\in[-1,1]$ for which $\Psi_k$ is a multiple of $W_l$ is $k = l/(1+\sqrt{1-l^2})$;
- for $m\ge 0$, the only $k\in[-1,1]$ for which $\Psi_k$ is a multiple of $T_m$ is $k=(1-\sqrt m)/(1+\sqrt m)$.

"A multiple" is expressed by `∃ c : ℝ`. The value $c=0$ is not excluded by hand, but it never occurs, because the covalent coefficient $1+k^2$ of $\Psi_k$ is positive.

## Normalisation, overlap and energy

`V` carries no inner product, so the overlap of the atomic orbitals plays no part in the relations and nothing is normalised. For real normalised orbitals with overlap $S=\langle a|b\rangle$, where $|S|<1$, one finds

$$\|C\|^2=\|I\|^2=2(1+S^2),\qquad \|gg\|=2(1+S),\qquad \|uu\|=2(1-S).$$

The parameter $l$ is therefore also the coefficient ratio between the normalised covalent and ionic functions. Between the normalised configurations, however, the coefficient of $uu$ relative to that of $gg$ is $-m(1-S)/(1+S)$ and not $-m$. The Coulson-Fischer function itself has

$$\|\Psi_k\|^2 = 2\left[(1+k^2+2kS)^2+\big(2k+(1+k^2)S\big)^2\right].$$

Proportional functions have the same energy expectation value. In a minimal-basis treatment of H₂ with fixed $a$ and $b$, a valence-bond calculation with delocalised orbitals and a two-configuration calculation with $m\ge0$ thus give equal energies at matching parameters. No Hamiltonian appears in the file, so the best $k$ at a given bond length is not determined.

The ranges matter too. Since $|r(k)|\le1$ for every real $k$, a Weinbaum function with $|l|>1$, where the ionic part dominates, is not a Coulson-Fischer function with real mixing.

## Expanding the products

Multiplying out the two terms of $\Psi_k$ gives

$$(a+kb)(b+ka) = ab + k\,aa + k\,bb + k^2\,ba,$$
$$(b+ka)(a+kb) = ba + k\,bb + k\,aa + k^2\,ab,$$

and their sum is

$$\Psi_k = (1+k^2)\,C + 2k\,I .$$

For the molecular orbitals, $gg = I + C$ and $uu = I - C$, so $C=(gg-uu)/2$ and $I=(gg+uu)/2$. Substitution gives

$$\Psi_k = \frac{(1+k)^2}{2}\,gg-\frac{(1-k)^2}{2}\,uu .$$

These are `coulsonFischer_eq_covalent_add_ionic` and `coulsonFischer_eq_gg_sub_uu`. In both, `simp only` distributes the tensor products and pulls the scalars out, and `module` compares the coefficients. Lean expands the second identity directly instead of passing through $C$ and $I$.

## Why the ratio can be inverted

For $x<y$ in $[-1,1]$,

$$r(y)-r(x)=\frac{2(y-x)(1-xy)}{(1+x^2)(1+y^2)} .$$

The last factor in the numerator is positive because

$$2(1-xy)=(1-x^2)+(1-y^2)+(y-x)^2>0 .$$

In `ionicRatio_strictMonoOn`, `h1` is this positivity and `h2` is the product $(y-x)(1-xy)>0$. After the denominators have been cleared, `nlinarith` concludes from `h2`.

To solve $r(q)=l$ for $l\in[-1,1]$, put $s=\sqrt{1-l^2}$ and $q=l/(1+s)$. Since $|l|\le 1\le 1+s$, $q$ lies in $[-1,1]$. From $l^2=1-s^2$ it follows that

$$q^2(1+s)=\frac{l^2}{1+s}=1-s .$$

Therefore

$$l(1+q^2)=q(1+s)+q\cdot q^2(1+s)=q(1+s)+q(1-s)=2q,$$

which is $r(q)=l$. The proof of `ionicRatio_inverse` follows the same route: `generalize` replaces the root and the quotient by the letters `s` and `q`, `hq` and `hq2` record their equations, and `linear_combination` carries out the algebra.

Finally, $(1+k^2)\pm2k=(1\pm k)^2\ge0$ gives $-1\le r(k)\le1$. `ionicRatio_bijOn` combines this bound with injectivity from monotonicity and surjectivity from the inverse.

## Comparing coefficients

Suppose $xC+yI=x'C+y'I$. If $a$ and $b$ are linearly independent, there are linear functionals $\alpha,\beta$ on $V$ with $\alpha(a)=\beta(b)=1$ and $\alpha(b)=\beta(a)=0$. Applying $\alpha$ to the first factor and $\beta$ to the second, then multiplying the results, sends $C$ to 1 and $I$ to 0, so $x=x'$. Applying $\alpha$ to both factors sends $C$ to 0 and $I$ to 1, so $y=y'$.

In `covalent_ionic_coeff_unique`, the map `L` sends $(s,t)$ to $sa+tb$. Linear independence makes it injective, so it has a left inverse `g`, whose two components are $\alpha$ and $\beta$. The equations `e1` and `e2` are the two evaluations.

Now let $\Psi_k=c\,W_l$. Comparing coefficients gives $1+k^2=c$ and $2k=cl$, hence $l=r(k)$. Conversely, if $l=r(k)$, then $c=1+k^2$ works. This is `coulsonFischer_proportional_iff`, which holds for all real $k$ and $l$. Restricting both to $[-1,1]$ and using the inverse of $r$ gives `coulsonFischer_weinbaum_link`.

For the two-configuration function,

$$T_m=(I+C)-m(I-C)=(1+m)\,C+(1-m)\,I=(1+m)\,W_{(1-m)/(1+m)},$$

provided $m\ne-1$; this is `twoConfig_eq_weinbaum`. For $m\ge0$ write $m=s^2$ with $s\ge0$, and set $k=(1-s)/(1+s)$, which lies in $[-1,1]$. Then

$$1+k^2=\frac{2(1+s^2)}{(1+s)^2},\qquad 2k=\frac{2(1-s^2)}{(1+s)^2},\qquad r(k)=\frac{1-s^2}{1+s^2}=\frac{1-m}{1+m}.$$

So $\Psi_k$ and $T_m$ are multiples of the same Weinbaum function, and injectivity of $r$ on $[-1,1]$ rules out any other $k$ there. `coulsonFischer_twoConfig_link` makes the same substitution; its `hr` is the last chain of equalities.

## The covalent and molecular-orbital limits

At $k=0$ the orbitals stay on their atoms and $\Psi_0=C$, the Heitler-London function, with $l=0$ and $m=1$. At $k=1$ both orbitals become $g$ and $\Psi_1=2\,gg$, the doubly occupied bonding orbital, with $l=1$ and $m=0$. At the other end, $\Psi_{-1}=-2\,uu$ has $l=-1$ but matches no finite $m\ge0$; it is approached, up to a factor, as $m\to\infty$.

## When the two orbitals coincide

Take $b=a\neq0$, so that linear independence fails. Then $C=I=2\,aa$, and the covalent and ionic parts can no longer be told apart. In particular $\Psi_0=2\,aa$ and $W_1=4\,aa$, so $\Psi_0=\tfrac12W_1$, although $r(0)=0\neq1$. The criterion $l=r(k)$ for proportionality is then false.
